# With ferromagnetic exchange and easy-axis anisotropy, the spin-1/2 RPA ordering temperature never exceeds the mean-field one

Two spins on a ring, with ferromagnetic exchange $J\ge 0$ and easy-axis anisotropy $h>0$, have magnon energies $h$ and $h+2J$ per unit magnetisation, and the harmonic mean of these is $h+J-J^2/(h+J)$, which lies below the mean-field value $h+J$ as soon as $J>0$. The theorems below extend this comparison to finite periodic lattices of any dimension, with one spin per site, equally many sites along each side, non-negative exchange and positive anisotropy. There, for spin 1/2 and in units with $k_B=1$, the random-phase approximation (RPA) takes a quarter of the harmonic mean as its ordering temperature and mean-field theory takes a quarter of the total coupling.

```lean
import Mathlib

open Filter Topology

namespace MagnonOrderingTemperature

noncomputable section

variable {d N : ℕ} [NeZero N]

/-- The phase `k · r = 2π (∑ i, kᵢ rᵢ) / N` of a lattice wave with integer labels `k` at site `r`
of a periodic `d`-dimensional lattice with `N` sites per side. -/
def phase (k r : Fin d → ZMod N) : ℝ :=
  2 * Real.pi * ((∑ i, (k i).val * (r i).val : ℕ) : ℝ) / N

/-- The magnon energy per unit magnetisation, `w_k = h + ∑ r, J r (1 - cos (k · r))`, for exchange
`J` and anisotropy `h`. -/
def magnon (J : (Fin d → ZMod N) → ℝ) (h : ℝ) (k : Fin d → ZMod N) : ℝ :=
  h + ∑ r, J r * (1 - Real.cos (phase k r))

/-- The spin-1/2 RPA ordering temperature: one quarter of the harmonic mean of the magnon energies
`w_k`, which are taken to be positive. -/
def rpaTemp (J : (Fin d → ZMod N) → ℝ) (h : ℝ) : ℝ :=
  (Fintype.card (Fin d → ZMod N) : ℝ) / (4 * ∑ k, 1 / magnon J h k)

/-- The spin-1/2 mean-field ordering temperature: one quarter of the total coupling `h + ∑ r, J r`. -/
def meanFieldTemp (J : (Fin d → ZMod N) → ℝ) (h : ℝ) : ℝ :=
  (h + ∑ r, J r) / 4

/-- The thermal factor `2 m coth (ε m / 2T)` of a mode of energy `ε m` at magnetisation `m`, for
nonzero `ε`, `m` and `T`. Mean-field theory sets it to one for `ε = h + ∑ r, J r`; the RPA sets
its average over the magnons to one. -/
def thermalFactor (ε T m : ℝ) : ℝ :=
  2 * (m * (Real.cosh (ε * m / (2 * T)) / Real.sinh (ε * m / (2 * T))))

/-- For positive `ε` and `T`, the thermal factor tends to `4T / ε` as the magnetisation vanishes. -/
theorem thermalFactor_tendsto {ε T : ℝ} (hε : 0 < ε) (hT : 0 < T) :
    Tendsto (thermalFactor ε T) (𝓝[≠] 0) (𝓝 (4 * T / ε)) := by
  have hc : ε / (2 * T) ≠ 0 := by positivity
  -- the slope of sinh at the origin
  have hd : HasDerivAt (fun m : ℝ => Real.sinh (ε * m / (2 * T))) (ε / (2 * T)) 0 := by
    have h0 := (((hasDerivAt_id (0 : ℝ)).const_mul ε).div_const (2 * T)).sinh
    simpa using h0
  have hs : Tendsto (fun m : ℝ => m⁻¹ * Real.sinh (ε * m / (2 * T))) (𝓝[≠] 0)
      (𝓝 (ε / (2 * T))) := by
    simpa using hd.tendsto_slope_zero
  have hcont : Continuous (fun m : ℝ => Real.cosh (ε * m / (2 * T))) :=
    Real.continuous_cosh.comp ((continuous_const.mul continuous_id).div_const _)
  have hch : Tendsto (fun m : ℝ => Real.cosh (ε * m / (2 * T))) (𝓝[≠] 0) (𝓝 1) :=
    (hcont.tendsto' 0 1 (by simp)).mono_left nhdsWithin_le_nhds
  have hlim := (hch.div hs hc).const_mul 2
  have e : 2 * (1 / (ε / (2 * T))) = 4 * T / ε := by
    rw [one_div_div]; ring
  rw [e] at hlim
  refine hlim.congr fun m => ?_
  simp only [thermalFactor, Pi.div_apply, div_eq_mul_inv, mul_inv, inv_inv]
  ring

/-- For non-negative exchange, every magnon energy is at least the anisotropy `h`. -/
theorem le_magnon {J : (Fin d → ZMod N) → ℝ} (hJ : ∀ r, 0 ≤ J r) (h : ℝ)
    (k : Fin d → ZMod N) : h ≤ magnon J h k :=
  le_add_of_nonneg_right (Finset.sum_nonneg fun r _ =>
    mul_nonneg (hJ r) (by linarith [Real.cos_le_one (phase k r)]))

/-- At any site other than the origin, the lattice waves `cos (k · r)` sum to zero over all `k`. -/
theorem sum_cos_phase {r : Fin d → ZMod N} (hr : r ≠ 0) :
    ∑ k, Real.cos (phase k r) = 0 := by
  -- the plane wave as a character of the lattice
  let χ : AddChar (Fin d → ZMod N) ℂ :=
    { toFun := fun k => ZMod.stdAddChar (∑ i, k i * r i)
      map_zero_eq_one' := by simp
      map_add_eq_mul' := fun a b => by
        simp only [Pi.add_apply, add_mul, Finset.sum_add_distrib, AddChar.map_add_eq_mul] }
  have hχ : χ ≠ 1 := by
    intro h1
    obtain ⟨i, hi⟩ := Function.ne_iff.mp hr
    have h2 : ZMod.stdAddChar (∑ j, (Pi.single i 1 : Fin d → ZMod N) j * r j) = (1 : ℂ) :=
      DFunLike.congr_fun h1 (Pi.single i 1)
    have h3 : ∑ j, (Pi.single i 1 : Fin d → ZMod N) j * r j = r i := by
      simp [Pi.single_apply]
    rw [h3, ← AddChar.map_zero_eq_one (ZMod.stdAddChar (N := N))] at h2
    exact hi (ZMod.injective_stdAddChar h2)
  have hre : ∀ k, Real.cos (phase k r) = (χ k).re := by
    intro k
    change _ = (ZMod.stdAddChar (∑ i, k i * r i)).re
    have e : ∑ i, k i * r i = (((∑ i, (k i).val * (r i).val : ℕ) : ℤ) : ZMod N) := by simp
    rw [e, phase]
    generalize (∑ i, (k i).val * (r i).val) = n
    have e2 : 2 * (Real.pi : ℂ) * Complex.I * ((n : ℤ) : ℂ) / (N : ℂ)
        = ((2 * Real.pi * (n : ℝ) / N : ℝ) : ℂ) * Complex.I := by
      push_cast; ring
    rw [ZMod.stdAddChar_coe, e2, Complex.exp_ofReal_mul_I_re]
  rw [Finset.sum_congr rfl (fun k _ => hre k), ← Complex.re_sum,
    AddChar.sum_eq_zero_of_ne_one hχ, Complex.zero_re]

/-- The magnon energies sum to the number of sites times `h + ∑ r, J r - J 0`. -/
theorem sum_magnon (J : (Fin d → ZMod N) → ℝ) (h : ℝ) :
    ∑ k, magnon J h k = (Fintype.card (Fin d → ZMod N) : ℝ) * (h + ∑ r, J r - J 0) := by
  have key : ∀ r, ∑ k, J r * (1 - Real.cos (phase k r))
      = (Fintype.card (Fin d → ZMod N) : ℝ) * (J r - if r = 0 then J 0 else 0) := by
    intro r
    by_cases hr : r = 0
    · subst hr
      simp [phase]
    · rw [← Finset.mul_sum, Finset.sum_sub_distrib, sum_cos_phase hr, if_neg hr,
        Finset.sum_const, Finset.card_univ, nsmul_eq_mul]
      ring
  have hδ : ∑ r : Fin d → ZMod N, (if r = 0 then J 0 else 0) = J 0 := by simp
  simp only [magnon]
  rw [Finset.sum_add_distrib, Finset.sum_comm, Finset.sum_congr rfl (fun r _ => key r),
    ← Finset.mul_sum, Finset.sum_sub_distrib, hδ, Finset.sum_const, Finset.card_univ,
    nsmul_eq_mul]
  ring

/-- For non-negative exchange and positive anisotropy, the inverse magnon energies obey
`n M + (∑ r, J r)² / h ≤ M² ∑ k, 1 / w_k`, with `n` sites and `M = h + ∑ r, J r`. -/
theorem inverse_magnon_bound {J : (Fin d → ZMod N) → ℝ} {h : ℝ} (hJ : ∀ r, 0 ≤ J r)
    (hh : 0 < h) :
    (Fintype.card (Fin d → ZMod N) : ℝ) * (h + ∑ r, J r) + (∑ r, J r) ^ 2 / h
      ≤ (h + ∑ r, J r) ^ 2 * ∑ k, 1 / magnon J h k := by
  have hw : ∀ k, 0 < magnon J h k := fun k => hh.trans_le (le_magnon hJ h k)
  have hJ0 := mul_nonneg (Nat.cast_nonneg (α := ℝ) (Fintype.card (Fin d → ZMod N))) (hJ 0)
  have hsum := sum_magnon J h
  have hzero : magnon J h 0 = h := by simp [magnon, phase]
  generalize (∑ r, J r) = S at *
  -- keep only the uniform mode in a sum of non-negative terms
  have h1 := Finset.single_le_sum (f := fun k => (magnon J h k - (h + S)) ^ 2 / magnon J h k)
    (fun k _ => div_nonneg (sq_nonneg _) (hw k).le) (Finset.mem_univ 0)
  have e1 : (h - (h + S)) ^ 2 / h = S ^ 2 / h := by ring
  simp only [hzero, e1] at h1
  have e2 : ∀ k, (magnon J h k - (h + S)) ^ 2 / magnon J h k
      = magnon J h k - 2 * (h + S) + (h + S) ^ 2 * (1 / magnon J h k) := by
    intro k
    have hk := (hw k).ne'
    field_simp
    ring
  rw [Finset.sum_congr rfl (fun k _ => e2 k), Finset.sum_add_distrib, Finset.sum_sub_distrib,
    hsum, Finset.sum_const, Finset.card_univ, nsmul_eq_mul] at h1
  rw [Finset.mul_sum]
  linarith

/-- For non-negative exchange and positive `h` and `T`, the magnon average in the RPA condition
tends to `T / T_RPA` as the magnetisation vanishes. -/
theorem rpa_linearised {J : (Fin d → ZMod N) → ℝ} {h T : ℝ} (hJ : ∀ r, 0 ≤ J r)
    (hh : 0 < h) (hT : 0 < T) :
    Tendsto (fun m => (∑ k, thermalFactor (magnon J h k) T m)
      / (Fintype.card (Fin d → ZMod N) : ℝ)) (𝓝[≠] 0) (𝓝 (T / rpaTemp J h)) := by
  have hlim := (tendsto_finsetSum Finset.univ fun k _ =>
    thermalFactor_tendsto (hh.trans_le (le_magnon hJ h k)) hT).div_const
      (Fintype.card (Fin d → ZMod N) : ℝ)
  have e : ∑ k, 4 * T / magnon J h k = 4 * T * ∑ k, 1 / magnon J h k := by
    rw [Finset.mul_sum]
    exact Finset.sum_congr rfl fun k _ => by ring
  have e2 : T / rpaTemp J h
      = (∑ k, 4 * T / magnon J h k) / (Fintype.card (Fin d → ZMod N) : ℝ) := by
    rw [e, rpaTemp, div_div_eq_mul_div]
    ring
  rw [e2]
  exact hlim

/-- For non-negative exchange and positive `h` and `T`, the thermal factor in the mean-field
condition tends to `T / T_MF` as the magnetisation vanishes. -/
theorem meanField_linearised {J : (Fin d → ZMod N) → ℝ} {h T : ℝ} (hJ : ∀ r, 0 ≤ J r)
    (hh : 0 < h) (hT : 0 < T) :
    Tendsto (thermalFactor (h + ∑ r, J r) T) (𝓝[≠] 0) (𝓝 (T / meanFieldTemp J h)) := by
  have hM : 0 < h + ∑ r, J r := add_pos_of_pos_of_nonneg hh (Finset.sum_nonneg fun r _ => hJ r)
  have e : T / meanFieldTemp J h = 4 * T / (h + ∑ r, J r) := by
    rw [meanFieldTemp, div_div_eq_mul_div, mul_comm]
  rw [e]
  exact thermalFactor_tendsto hM hT

/-- For non-negative exchange and positive anisotropy, the RPA ordering temperature never exceeds
the mean-field one, and the two agree exactly when the exchange vanishes. -/
theorem rpaTemp_le_meanFieldTemp {J : (Fin d → ZMod N) → ℝ} {h : ℝ} (hJ : ∀ r, 0 ≤ J r)
    (hh : 0 < h) :
    rpaTemp J h ≤ meanFieldTemp J h ∧ (rpaTemp J h = meanFieldTemp J h ↔ J = 0) := by
  have hS : 0 ≤ ∑ r, J r := Finset.sum_nonneg fun r _ => hJ r
  have hM : 0 < h + ∑ r, J r := by linarith
  have hR : 0 < ∑ k, 1 / magnon J h k := Finset.sum_pos
    (fun k _ => one_div_pos.mpr (hh.trans_le (le_magnon hJ h k))) Finset.univ_nonempty
  have hb := inverse_magnon_bound hJ hh
  have hq : 0 ≤ (∑ r, J r) ^ 2 / h := by positivity
  refine ⟨?_, fun heq => ?_, fun h0 => ?_⟩
  · rw [rpaTemp, meanFieldTemp, div_le_div_iff₀ (by positivity) (by norm_num)]
    have := le_of_mul_le_mul_left (a := h + ∑ r, J r)
      (b := (Fintype.card (Fin d → ZMod N) : ℝ))
      (c := (h + ∑ r, J r) * ∑ k, 1 / magnon J h k) (by linarith) hM
    linarith
  · -- equality leaves no room for the uniform-mode term
    rw [rpaTemp, meanFieldTemp, div_eq_div_iff (by positivity) (by norm_num)] at heq
    have h1 : (∑ r, J r) ^ 2 / h ≤ 0 := by
      linear_combination hb - (h + ∑ r, J r) / 4 * heq
    have h2 : (∑ r, J r) ^ 2 = 0 :=
      (div_eq_zero_iff.mp (le_antisymm h1 hq)).resolve_right hh.ne'
    have h3 := (Finset.sum_eq_zero_iff_of_nonneg fun r _ => hJ r).mp (pow_eq_zero_iff two_ne_zero |>.mp h2)
    exact funext fun r => h3 r (Finset.mem_univ r)
  · subst h0
    have hn : (Fintype.card (Fin d → ZMod N) : ℝ) ≠ 0 := Nat.cast_ne_zero.mpr Fintype.card_ne_zero
    have hw : ∀ k : Fin d → ZMod N, magnon 0 h k = h := fun k => by simp [magnon]
    simp only [rpaTemp, meanFieldTemp, hw, Finset.sum_const, Finset.card_univ, nsmul_eq_mul,
      Pi.zero_apply, mul_zero, add_zero]
    field_simp

end

end MagnonOrderingTemperature
```

```lean
#print axioms MagnonOrderingTemperature.rpa_linearised
-- 'MagnonOrderingTemperature.rpa_linearised' depends on axioms: [propext, Classical.choice, Quot.sound]
#print axioms MagnonOrderingTemperature.meanField_linearised
-- 'MagnonOrderingTemperature.meanField_linearised' depends on axioms: [propext, Classical.choice, Quot.sound]
#print axioms MagnonOrderingTemperature.rpaTemp_le_meanFieldTemp
-- 'MagnonOrderingTemperature.rpaTemp_le_meanFieldTemp' depends on axioms: [propext, Classical.choice, Quot.sound]
```

## Two ordering temperatures on one lattice

The lattice has $d$ dimensions and $N\ge 1$ sites per side, so $n=N^d$ sites in all. Sites $r$ and wave vectors $k$ are both labelled by `Fin d → ZMod N`, and `phase k r` is $k\cdot r=2\pi\sum_i k_ir_i/N$. With

$$S=\sum_r J(r),\qquad M=h+S,\qquad w_k=h+\sum_r J(r)\,(1-\cos k\cdot r),\qquad R=\sum_k \frac1{w_k},$$

`magnon J h k` is $w_k$, `rpaTemp J h` is $T_{\rm RPA}=n/(4R)$ and `meanFieldTemp J h` is $T_{\rm MF}=M/4$.

The final theorem, `rpaTemp_le_meanFieldTemp`, assumes $J(r)\ge 0$ for all $r$ and $h>0$. It concludes that $T_{\rm RPA}\le T_{\rm MF}$, with equality exactly when $J=0$. For $d=1$, multiplying by four gives the bound $n/R\le h+\sum_r J(r)$ for a ring.

Units have $k_B=1$, and energies are measured per unit magnetisation $m=\langle S^z\rangle$. The exchange convention is that two spins $\mathbf S$ and $\mathbf S'$ separated by $r$ contribute $-J(r)\,\mathbf S\cdot\mathbf S'$ to the energy, each pair counted once, so positive $J$ is ferromagnetic. Both temperatures refer to ferromagnetic order, with the same $m$ on every site. The constant $h$ is postulated. It stands for an exchange anisotropy, the summed extra coupling between $z$ components, which is why its contribution to the magnon energy scales with $m$; an external field would not scale in this way. Physical exchange has $J(0)=0$ and $J(r)=J(-r)$, but neither is assumed.

Positivity of $h$ matters because the uniform mode has $w_0=h$. At $h=0$ Lean evaluates $1/0$ as $0$, and the coded inequality then fails for two coupled spins.

## Where the formulas come from

The magnon of wave vector $k$ has energy $mw_k$. For spin 1/2, the RPA and mean-field conditions are

$$\frac1n\sum_k 2m\coth\frac{mw_k}{2T}=1,\qquad 2m\coth\frac{mM}{2T}=1 .$$

Near $m=0$, $\sinh(\varepsilon m/2T)/m\to\varepsilon/2T$ and $\cosh(\varepsilon m/2T)\to1$, so

$$2m\coth\frac{\varepsilon m}{2T}\to\frac{4T}{\varepsilon}.$$

This is `thermalFactor_tendsto`. It obtains the first limit from the derivative of $\sinh$ at the origin, and `𝓝[≠] 0` means that $m$ approaches zero without being zero.

Averaging over $k$ turns the left side of the RPA condition into $4TR/n=T/T_{\rm RPA}$, which is `rpa_linearised`. The mean-field side becomes $4T/M=T/T_{\rm MF}$, which is `meanField_linearised`. Each limit equals one exactly at the corresponding temperature.

The two self-consistency conditions are taken as given, not derived from a spin Hamiltonian. The theorems do not construct ordered solutions below these temperatures or take $N\to\infty$, and a finite lattice has no true phase transition.

When computed exchange constants are inserted into both formulas on the same finite periodic mesh, with all couplings non-negative and $h>0$, an RPA value clearly above the mean-field one shows that at least one of the two was evaluated wrongly, for instance through a wrong normalisation, a faulty sum over $k$ or a coupling left out of the total.

## The mean magnon energy

Since $1-\cos k\cdot r\ge0$, each $w_k\ge h>0$; this is `le_magnon`.

Next, let $r\ne0$ and choose a component $r_i\ne0$. Shifting $k_i$ by one only permutes the terms of $\sum_k e^{ik\cdot r}$, yet it multiplies the sum by $e^{2\pi i r_i/N}\ne1$. The sum is therefore zero, and so is its real part $\sum_k\cos k\cdot r$. For $r=0$ every factor $1-\cos k\cdot r$ vanishes. Exchanging the sums over $k$ and $r$ gives

$$\sum_k w_k=nh+n\sum_{r\ne0}J(r)=n\,(M-J(0)).$$

In `sum_magnon`, `Finset.sum_comm` exchanges the sums and `key` treats the two cases of $r$.

The cancellation itself, `sum_cos_phase`, rests on Mathlib's `AddChar`, the type of maps that turn addition into multiplication. The proof packages $k\mapsto e^{ik\cdot r}$ as such a character `χ`, built from `ZMod.stdAddChar`. Evaluating it at a unit vector and using `ZMod.injective_stdAddChar` shows that it is not constantly one. `AddChar.sum_eq_zero_of_ne_one` then supplies the vanishing sum, with no geometric series and no separate treatment of each dimension. The step `hre` identifies the real part of `χ k` with the cosine in `magnon`.

## The uniform mode makes the inequality strict

Expand a sum of non-negative terms:

$$\sum_k\frac{(w_k-M)^2}{w_k}=\sum_k\left(w_k-2M+\frac{M^2}{w_k}\right)=M^2R-nM-nJ(0).$$

The $k=0$ term alone is $(h-M)^2/h=S^2/h$, and the whole sum is at least as large. Since $nJ(0)\ge0$,

$$nM+\frac{S^2}{h}\le M^2R .$$

This is `inverse_magnon_bound`: `Finset.single_le_sum` keeps the uniform mode, `e2` expands the square, and `linarith` combines the results.

Dropping $S^2/h$ and dividing by $M>0$ gives $n\le MR$, hence $n/(4R)\le M/4$. In the final theorem, `div_le_div_iff₀` clears the denominators and `le_of_mul_le_mul_left` cancels $M$.

If the two temperatures agree, then $n=MR$, so the bound leaves $S^2/h\le0$ and $S=0$. A sum of non-negative couplings vanishes only if each coupling does, which is `Finset.sum_eq_zero_iff_of_nonneg`. Conversely, if $J=0$, every $w_k$ equals $h$ and both temperatures are $h/4$.

## Exchange of mixed sign

The same expansion, done by hand, also handles some antiferromagnetic couplings, a case that the theorems above leave out. Suppose $J(0)=0$ and all $w_k>0$, while individual $J(r)$ may be negative. Then $M$ is the average of the $w_k$, hence positive, and the expansion gives $M^2R-nM\ge S^2/h\ge0$. Again $T_{\rm RPA}\le T_{\rm MF}$, strictly so if $S\ne0$.
